# The repetitions of one unstable periodic orbit resum into a product with explicit zeros

In a semiclassical calculation for an open system with a single unstable periodic orbit, one reads off resonance energies by replacing the sum over the orbit's repetitions with a product and setting one factor to zero. That step rests on an identity between sum and product, and on the product remaining convergent at complex energies where the sum diverges.

## The orbit and its repetitions

Consider two degrees of freedom. Small transverse deviations from the orbit are mapped, after one period, by the monodromy matrix \(M\). For an unstable orbit with positive eigenvalues, \(M=\mathrm{diag}(e^{s},e^{-s})\) in its eigenbasis, where \(s>0\) is the instability exponent per period. Let \(z\) be the phase factor of one traversal. The \(k\)-th repetition then carries \(z^k\) and the stability denominator \(\sqrt{|\det(M^k-1)|}\). Since

\[
\det(M^k-1)=(e^{ks}-1)(e^{-ks}-1)=-\bigl(2\sinh(ks/2)\bigr)^2 ,
\]

the denominator is \(2\sinh(ks/2)\). Integrating the orbit's trace-formula term over energy, at fixed \(s\), supplies a further \(1/k\). The repetition sum is therefore

\[
R(z)=\sum_{k\ge1}\frac{z^k}{2k\sinh(ks/2)} .
\]

## From the sum to the product

Put \(q_m=e^{-(m+1/2)s}\) for \(m=0,1,2,\dots\), where \(m\) acts as a transverse quantum number. A geometric series gives

\[
\frac{1}{2\sinh(ks/2)}=\frac{e^{-ks/2}}{1-e^{-ks}}=\sum_{m\ge0}q_m^k ,
\qquad
R(z)=\sum_{k\ge1}\sum_{m\ge0}\frac{(zq_m)^k}{k}.
\]

Let \(|z|<e^{s/2}\), a disc that contains the closed unit disc, and set \(r=|z|e^{-s/2}<1\). Then \(|zq_m|=re^{-ms}\), and

\[
\left|\frac{(zq_m)^k}{k}\right|\le (re^{-ms})(re^{-ms})^{k-1}\le e^{-ms}\,r^{k-1}.
\]

Summed over \(m\) and \(k\), the right side is a product of two convergent geometric series, so the order of summation may be exchanged. Summing over \(k\) first gives

\[
R(z)=-\sum_{m\ge0}\log(1-zq_m),
\qquad
e^{-R(z)}=\prod_{m\ge0}(1-zq_m)=:\zeta(z).
\]

## Zeros beyond the reach of the sum

For larger \(|z|\), split off the first \(N\) factors. Because \(q_{m+N}=e^{-Ns}q_m\), the remaining factors form the same product with \(z\) replaced by \(ze^{-Ns}\):

\[
\zeta(z)=\prod_{m=0}^{N-1}(1-zq_m)\;e^{-R(ze^{-Ns})},
\qquad |z|<e^{(N+1/2)s}.
\]

Every \(z\) satisfies this bound for some \(N\). The exponential never vanishes, so the zeros are exactly \(z=e^{(m+1/2)s}\). They all lie outside the disc \(|z|<e^{s/2}\) in which the sum was used.

Now let the action be linear in energy, \(z=e^{i(S_0+TE)/\hbar}\). This is the local form of the action near a real reference energy, with \(T\) the period there and \(s\) held constant. For a general system, only the zeros close to that energy are therefore meaningful. A zero requires

\[
\frac{i(S_0+TE)}{\hbar}=(m+\tfrac12)s+2\pi i n,
\qquad n\in\mathbb Z,
\]

and hence

\[
E=\frac{2\pi\hbar n-S_0}{T}-\frac{i\hbar(m+\frac12)s}{T}.
\]

For \(T,\hbar>0\) the imaginary part is negative, as it should be for a decaying state. At fixed \(T\) and \(m\), a larger instability exponent \(s\) gives a broader resonance.

## The statements in Lean

`monodromy s` is the diagonal matrix \(M\), and `stability_denominator` ties it to the hyperbolic sine. `repetitionTerm s z k` is the \(k\)-th term of \(R(z)\). Lean's natural numbers start at zero, so `repetitionSum` sums `repetitionTerm s z (k + 1)`. `orbitFactor s z m` is \(1-zq_m\), and `orbitZeta` is the infinite product \(\zeta(z)\).

- `repetitions_resum` says that for \(s>0\) and \(|z|<e^{s/2}\) the repetition sum converges and the product converges to \(e^{-R(z)}\). `HasProd` means convergence independent of the order of the factors.
- `resum_unit_disc` is the resulting equation for \(|z|\le1\), which includes every real energy.
- `continuation` is the formula with \(N\) factors split off; \(N=0\) returns the original resummation.
- `orbitZeta_eq_zero_iff` lists all zeros in \(z\), and `resonance_energies` lists all complex energies at which \(\zeta\) vanishes, for the linear action with constant \(s\) and real nonzero \(T\) and \(\hbar\).

These are identities for the semiclassical expression of one orbit. That its zeros approximate true quantum resonances is not proved here. The model leaves out orbits whose monodromy eigenvalues are negative, additional transverse directions, and the interplay of several orbits. A constant Maslov phase can be absorbed into \(S_0\).

## The complete file

```lean
import Mathlib

open Finset

namespace UnstableOrbitZeta

noncomputable section

/-- The monodromy matrix of an unstable orbit with instability exponent `s` per period,
in its stretching and contracting directions. -/
def monodromy (s : ℝ) : Matrix (Fin 2) (Fin 2) ℝ :=
  Matrix.diagonal ![Real.exp s, Real.exp (-s)]

/-- The contribution of `k` repetitions of the orbit, where `z` is the phase factor of one
traversal. The domain is `k ≥ 1` and `s > 0`. -/
def repetitionTerm (s : ℝ) (z : ℂ) (k : ℕ) : ℂ :=
  z ^ k / (2 * k * (Real.sinh (k * s / 2) : ℂ))

/-- The sum over all repetitions `k ≥ 1` of the orbit, for `s > 0` and `|z| < exp (s / 2)`. -/
def repetitionSum (s : ℝ) (z : ℂ) : ℂ := ∑' k : ℕ, repetitionTerm s z (k + 1)

/-- The factor of the zeta function with transverse quantum number `m`. -/
def orbitFactor (s : ℝ) (z : ℂ) (m : ℕ) : ℂ :=
  1 - z * (Real.exp (-((m + 1 / 2) * s)) : ℂ)

/-- The zeta function of one unstable orbit, as a product over transverse quantum numbers. -/
def orbitZeta (s : ℝ) (z : ℂ) : ℂ := ∏' m : ℕ, orbitFactor s z m

/-- For `s ≥ 0`, the semiclassical stability denominator of `k` repetitions, the square root
of `|det (M ^ k - 1)|`, is `2 sinh (k s / 2)`. -/
theorem stability_denominator {s : ℝ} (hs : 0 ≤ s) (k : ℕ) :
    √|(monodromy s ^ k - 1).det| = 2 * Real.sinh (k * s / 2) := by
  have h1 : (monodromy s ^ k - 1).det = (Real.exp s ^ k - 1) * (Real.exp (-s) ^ k - 1) := by
    simp [monodromy, Matrix.diagonal_pow, Matrix.det_fin_two]
  have ha : Real.exp s ^ k = Real.exp (k * s / 2) ^ 2 := by
    rw [← Real.exp_nat_mul, ← Real.exp_nat_mul]
    congr 1
    push_cast
    ring
  have hb : Real.exp (-s) ^ k = Real.exp (-(k * s / 2)) ^ 2 := by
    rw [← Real.exp_nat_mul, ← Real.exp_nat_mul]
    congr 1
    push_cast
    ring
  have hab : Real.exp (k * s / 2) * Real.exp (-(k * s / 2)) = 1 := by
    rw [← Real.exp_add, add_neg_cancel, Real.exp_zero]
  have hdet : (monodromy s ^ k - 1).det = -(2 * Real.sinh (k * s / 2)) ^ 2 := by
    rw [h1, ha, hb, Real.sinh_eq]
    linear_combination (Real.exp (k * s / 2) * Real.exp (-(k * s / 2)) - 1) * hab
  have hpos : 0 ≤ Real.sinh (k * s / 2) := Real.sinh_nonneg_iff.mpr (by positivity)
  rw [hdet, abs_neg, abs_of_nonneg (sq_nonneg _), Real.sqrt_sq (by positivity)]

/-- For `s > 0` and `k ≥ 1`, the amplitude `1 / (2 sinh (k s / 2))` is a geometric sum over
transverse quantum numbers. -/
theorem amplitude_hasSum {s : ℝ} (hs : 0 < s) {k : ℕ} (hk : 0 < k) :
    HasSum (fun m : ℕ => Real.exp (-((m + 1 / 2) * s)) ^ k)
      (1 / (2 * Real.sinh (k * s / 2))) := by
  have hk' : (0 : ℝ) < k := Nat.cast_pos.mpr hk
  have hks : 0 < (k : ℝ) * s := mul_pos hk' hs
  have hx : Real.exp (-(k * s)) < 1 := Real.exp_lt_one_iff.mpr (by linarith)
  have hsinh : 0 < Real.sinh (k * s / 2) := Real.sinh_pos_iff.mpr (by linarith)
  have hab : Real.exp (k * s / 2) * Real.exp (-(k * s / 2)) = 1 := by
    rw [← Real.exp_add, add_neg_cancel, Real.exp_zero]
  have hxx : Real.exp (-(k * s)) = Real.exp (-(k * s / 2)) ^ 2 := by
    rw [← Real.exp_nat_mul]
    congr 1
    push_cast
    ring
  have hv : Real.exp (-(k * s / 2)) * (1 - Real.exp (-(k * s)))⁻¹
      = 1 / (2 * Real.sinh (k * s / 2)) := by
    rw [← div_eq_mul_inv, div_eq_div_iff (sub_pos.mpr hx).ne' (by positivity),
      Real.sinh_eq, hxx]
    linear_combination hab
  have hg := (hasSum_geometric_of_lt_one (Real.exp_pos _).le hx).mul_left
    (Real.exp (-(k * s / 2)))
  rw [hv] at hg
  have hfun : (fun m : ℕ => Real.exp (-((m + 1 / 2) * s)) ^ k)
      = fun m : ℕ => Real.exp (-(k * s / 2)) * Real.exp (-(k * s)) ^ m := by
    funext m
    rw [← Real.exp_nat_mul, ← Real.exp_nat_mul, ← Real.exp_add]
    congr 1
    ring
  rw [hfun]
  exact hg

/-- For `s > 0` and `|z| < exp (s / 2)`, the sum over repetitions converges, and the product
over transverse quantum numbers converges to the exponential of minus that sum. -/
theorem repetitions_resum {s : ℝ} (hs : 0 < s) {z : ℂ} (hz : ‖z‖ < Real.exp (s / 2)) :
    Summable (fun k : ℕ => repetitionTerm s z (k + 1)) ∧
      HasProd (orbitFactor s z) (Complex.exp (-repetitionSum s z)) := by
  obtain ⟨r, hr⟩ : ∃ r, r = ‖z‖ * Real.exp (-(s / 2)) := ⟨_, rfl⟩
  have hr0 : 0 ≤ r := by rw [hr]; positivity
  have hr1 : r < 1 := by
    have h := mul_lt_mul_of_pos_right hz (Real.exp_pos (-(s / 2)))
    rwa [← Real.exp_add, add_neg_cancel, Real.exp_zero, ← hr] at h
  have he1 : Real.exp (-s) < 1 := Real.exp_lt_one_iff.mpr (by linarith)
  have hpow : ∀ m : ℕ, Real.exp (-s) ^ m ≤ 1 := fun m =>
    pow_le_one₀ (Real.exp_pos _).le he1.le
  have hq : ∀ m : ℕ, ‖z * (Real.exp (-((m + 1 / 2) * s)) : ℂ)‖ = r * Real.exp (-s) ^ m := by
    intro m
    have h : Real.exp (-((m + 1 / 2) * s)) = Real.exp (-(s / 2)) * Real.exp (-s) ^ m := by
      rw [← Real.exp_nat_mul, ← Real.exp_add]
      congr 1
      ring
    rw [norm_mul, Complex.norm_real, Real.norm_of_nonneg (Real.exp_pos _).le, h, hr]
    ring
  have hw : ∀ m : ℕ, ‖z * (Real.exp (-((m + 1 / 2) * s)) : ℂ)‖ < 1 := by
    intro m
    rw [hq]
    exact (mul_le_of_le_one_right hr0 (hpow m)).trans_lt hr1
  let F : ℕ × ℕ → ℂ := fun p =>
    (z * (Real.exp (-((p.1 + 1 / 2) * s)) : ℂ)) ^ (p.2 + 1) / ((p.2 + 1 : ℕ) : ℂ)
  -- the double series is dominated by a product of two geometric series
  have hF : Summable F := by
    refine Summable.of_norm_bounded (g := fun p : ℕ × ℕ => Real.exp (-s) ^ p.1 * r ^ p.2)
      ((summable_geometric_of_lt_one (Real.exp_pos _).le he1).mul_of_nonneg
        (summable_geometric_of_lt_one hr0 hr1) (fun _ => by positivity)
        (fun _ => by positivity)) ?_
    rintro ⟨m, k⟩
    have hle : r * Real.exp (-s) ^ m ≤ r := mul_le_of_le_one_right hr0 (hpow m)
    have hle' : r * Real.exp (-s) ^ m ≤ Real.exp (-s) ^ m :=
      mul_le_of_le_one_left (by positivity) hr1.le
    have hk : (1 : ℝ) ≤ ((k + 1 : ℕ) : ℝ) := by exact_mod_cast Nat.succ_pos k
    calc ‖F (m, k)‖ = (r * Real.exp (-s) ^ m) ^ (k + 1) / ((k + 1 : ℕ) : ℝ) := by
          simp only [F]
          rw [norm_div, norm_pow, hq, Complex.norm_natCast]
      _ ≤ (r * Real.exp (-s) ^ m) ^ (k + 1) := div_le_self (by positivity) hk
      _ = (r * Real.exp (-s) ^ m) * (r * Real.exp (-s) ^ m) ^ k := by ring
      _ ≤ Real.exp (-s) ^ m * r ^ k := by gcongr
  -- summing over repetitions first gives logarithms
  have hrow : ∀ m : ℕ, HasSum (fun k => F (m, k)) (-Complex.log (orbitFactor s z m)) := by
    intro m
    have h := (hasSum_nat_add_iff' 1).mpr (Complex.hasSum_taylorSeries_neg_log (hw m))
    simp only [sum_range_one, Nat.cast_zero, div_zero, sub_zero] at h
    exact h
  -- summing over quantum numbers first gives the repetition terms
  have hcol : ∀ k : ℕ, HasSum (fun m => F (m, k)) (repetitionTerm s z (k + 1)) := by
    intro k
    have h := (Complex.hasSum_ofReal.mpr (amplitude_hasSum hs (Nat.succ_pos k))).mul_left
      (z ^ (k + 1) / ((k + 1 : ℕ) : ℂ))
    have hfun : (fun m : ℕ => F (m, k)) = fun m : ℕ => z ^ (k + 1) / ((k + 1 : ℕ) : ℂ) *
        ((Real.exp (-((m + 1 / 2) * s)) ^ (k + 1) : ℝ) : ℂ) := by
      funext m
      simp only [F]
      rw [mul_pow, Complex.ofReal_pow]
      ring
    have hval : repetitionTerm s z (k + 1) = z ^ (k + 1) / ((k + 1 : ℕ) : ℂ) *
        ((1 / (2 * Real.sinh (((k + 1 : ℕ) : ℝ) * s / 2)) : ℝ) : ℂ) := by
      simp only [repetitionTerm]
      rw [Complex.ofReal_div, Complex.ofReal_one, Complex.ofReal_mul, Complex.ofReal_ofNat,
        div_mul_div_comm, mul_one]
      congr 1
      ring
    rw [hfun, hval]
    exact h
  have hsum := ((Equiv.prodComm ℕ ℕ).hasSum_iff.mpr hF.hasSum).prod_fiberwise hcol
  have hlog := hF.hasSum.prod_fiberwise hrow
  refine ⟨hsum.summable, ?_⟩
  rw [repetitionSum, hsum.tsum_eq]
  convert hlog.neg.cexp using 1
  funext m
  have hne : orbitFactor s z m ≠ 0 := by
    intro h
    have h1 := hw m
    rw [← sub_eq_zero.mp h, norm_one] at h1
    exact lt_irrefl _ h1
  simp only [Function.comp_apply, neg_neg]
  exact (Complex.exp_log hne).symm

/-- For `s > 0` and `|z| ≤ 1`, the exponential of minus the sum over all repetitions equals
the product over transverse quantum numbers. -/
theorem resum_unit_disc {s : ℝ} (hs : 0 < s) {z : ℂ} (hz : ‖z‖ ≤ 1) :
    Complex.exp (-repetitionSum s z) = orbitZeta s z :=
  (repetitions_resum hs (hz.trans_lt (Real.one_lt_exp_iff.mpr (by linarith)))).2.tprod_eq.symm

/-- For `s > 0` and `|z| < exp ((N + 1/2) s)`, the product converges to its first `N` factors
times a resummed orbit contribution with `z` damped by `exp (-N s)`. -/
theorem continuation {s : ℝ} (hs : 0 < s) {z : ℂ} (N : ℕ)
    (hz : ‖z‖ < Real.exp ((N + 1 / 2) * s)) :
    HasProd (orbitFactor s z) ((∏ m ∈ range N, orbitFactor s z m) *
      Complex.exp (-repetitionSum s (z * (Real.exp (-(N * s)) : ℂ)))) := by
  have hz' : ‖z * (Real.exp (-(N * s)) : ℂ)‖ < Real.exp (s / 2) := by
    rw [norm_mul, Complex.norm_real, Real.norm_of_nonneg (Real.exp_pos _).le]
    refine (mul_lt_mul_of_pos_right hz (Real.exp_pos _)).trans_eq ?_
    rw [← Real.exp_add]
    congr 1
    ring
  have hshift : (fun m => orbitFactor s z (m + N))
      = orbitFactor s (z * (Real.exp (-(N * s)) : ℂ)) := by
    funext m
    have h : Real.exp (-(((m + N : ℕ) + 1 / 2) * s))
        = Real.exp (-(N * s)) * Real.exp (-((m + 1 / 2) * s)) := by
      rw [← Real.exp_add]
      congr 1
      push_cast
      ring
    simp only [orbitFactor]
    rw [h, Complex.ofReal_mul, mul_assoc]
  have h := (repetitions_resum hs hz').2
  rw [← hshift] at h
  exact h.prod_range_mul

/-- A factor of the zeta function vanishes exactly at `z = exp ((m + 1/2) s)`. -/
theorem orbitFactor_eq_zero_iff (s : ℝ) (z : ℂ) (m : ℕ) :
    orbitFactor s z m = 0 ↔ z = (Real.exp ((m + 1 / 2) * s) : ℂ) := by
  have he : (Real.exp (-((m + 1 / 2) * s)) : ℂ) * (Real.exp ((m + 1 / 2) * s) : ℂ) = 1 := by
    rw [← Complex.ofReal_mul, ← Real.exp_add, neg_add_cancel, Real.exp_zero,
      Complex.ofReal_one]
  unfold orbitFactor
  constructor <;> intro h
  · linear_combination (-(Real.exp ((m + 1 / 2) * s) : ℂ)) * h - z * he
  · linear_combination (-(Real.exp (-((m + 1 / 2) * s)) : ℂ)) * h - he

/-- For `s > 0`, the zeros of the zeta function in the complex `z` plane are exactly the
points `exp ((m + 1/2) s)` with `m = 0, 1, 2, ...`. -/
theorem orbitZeta_eq_zero_iff {s : ℝ} (hs : 0 < s) (z : ℂ) :
    orbitZeta s z = 0 ↔ ∃ m : ℕ, z = (Real.exp ((m + 1 / 2) * s) : ℂ) := by
  constructor
  · intro h
    -- split off enough factors that the remaining product is an exponential
    obtain ⟨N, hN⟩ := exists_nat_gt (‖z‖ / s)
    have hN' : ‖z‖ < N * s := (div_lt_iff₀ hs).mp hN
    have hz : ‖z‖ < Real.exp ((N + 1 / 2) * s) := by
      have := Real.add_one_le_exp ((N + 1 / 2) * s)
      linarith
    rw [orbitZeta, (continuation hs N hz).tprod_eq] at h
    have h0 := (mul_eq_zero.mp h).resolve_right (Complex.exp_ne_zero _)
    obtain ⟨m, _, hm⟩ := prod_eq_zero_iff.mp h0
    exact ⟨m, (orbitFactor_eq_zero_iff s z m).mp hm⟩
  · rintro ⟨m, hm⟩
    have hz : ‖z‖ < Real.exp (((m + 1 : ℕ) + 1 / 2) * s) := by
      rw [hm, Complex.norm_real, Real.norm_of_nonneg (Real.exp_pos _).le, Real.exp_lt_exp]
      push_cast
      linarith
    rw [orbitZeta, (continuation hs (m + 1) hz).tprod_eq,
      prod_eq_zero (mem_range.mpr (Nat.lt_succ_self m))
        ((orbitFactor_eq_zero_iff s z m).mpr hm), zero_mul]

/-- For `s > 0` and an action `S₀ + T E` linear in the energy, with `T` and `ħ` nonzero, the
zeta function vanishes exactly at the listed complex energies. -/
theorem resonance_energies {s T ħ : ℝ} (hs : 0 < s) (hT : T ≠ 0) (hħ : ħ ≠ 0)
    (S₀ : ℝ) (E : ℂ) :
    orbitZeta s (Complex.exp (Complex.I * (S₀ + T * E) / ħ)) = 0 ↔
      ∃ (m : ℕ) (n : ℤ), E = (2 * Real.pi * ħ * n - S₀) / T
        - Complex.I * ħ * (m + 1 / 2) * s / T := by
  have hT' : (T : ℂ) ≠ 0 := Complex.ofReal_ne_zero.mpr hT
  have hħ' : (ħ : ℂ) ≠ 0 := Complex.ofReal_ne_zero.mpr hħ
  rw [orbitZeta_eq_zero_iff hs]
  refine exists_congr fun m => ?_
  rw [Complex.ofReal_exp, Complex.exp_eq_exp_iff_exists_int]
  refine exists_congr fun n => ?_
  rw [div_eq_iff hħ', ← sub_div, eq_div_iff hT']
  push_cast
  constructor <;> intro h
  · linear_combination (-Complex.I) * h
      + (S₀ + T * E - 2 * Real.pi * ħ * n) * Complex.I_sq
  · linear_combination Complex.I * h - (ħ * (m + 1 / 2) * s) * Complex.I_sq

end

end UnstableOrbitZeta
```

```lean
#print axioms UnstableOrbitZeta.stability_denominator
#print axioms UnstableOrbitZeta.repetitions_resum
#print axioms UnstableOrbitZeta.resum_unit_disc
#print axioms UnstableOrbitZeta.resonance_energies
```

```
'UnstableOrbitZeta.stability_denominator' depends on axioms: [propext, Classical.choice, Quot.sound]
'UnstableOrbitZeta.repetitions_resum' depends on axioms: [propext, Classical.choice, Quot.sound]
'UnstableOrbitZeta.resum_unit_disc' depends on axioms: [propext, Classical.choice, Quot.sound]
'UnstableOrbitZeta.resonance_energies' depends on axioms: [propext, Classical.choice, Quot.sound]
```

## How the lemmas carry the derivation

`stability_denominator` computes the determinant, writes both exponentials as squares of \(e^{\pm ks/2}\), and lets `linear_combination` finish the algebra using \(e^{ks/2}e^{-ks/2}=1\). The hyperbolic sine is nonnegative for \(s\ge0\), so the square root returns it without an absolute value. `amplitude_hasSum` is the geometric series for \(1/(2\sinh(ks/2))\).

In `repetitions_resum`, the function `F` is the double series, with `F (m, k)` equal to \((zq_m)^{k+1}/(k+1)\). The step `hF` proves absolute summability by the bound derived above, which in this indexing reads \(e^{-ms}r^k\). Then `hrow` sums over repetitions with the Taylor series of the logarithm, and `hcol` sums over \(m\) with `amplitude_hasSum`. Two uses of `prod_fiberwise` show that both orders give the same total. Finally `hlog.neg.cexp` exponentiates the sum of logarithms into a product. Only \(e^{\log w}=w\) for nonzero \(w\) is needed, so the branch of the logarithm causes no trouble. `resum_unit_disc` follows because \(1<e^{s/2}\).

`continuation` proves the shift of the factors in `hshift`, applies `repetitions_resum` to the damped variable, and restores the first \(N\) factors with `prod_range_mul`.

`orbitFactor_eq_zero_iff` solves one linear equation. For the forward direction of `orbitZeta_eq_zero_iff`, the proof chooses \(N>|z|/s\); the inequality \(1+x\le e^x\) then places \(z\) inside the disc of `continuation`. The exponential is nonzero, so one of the finitely many split-off factors must vanish. Conversely, at \(z=e^{(m+1/2)s}\) it splits off \(m+1\) factors, the last of which is zero.

`resonance_energies` substitutes the phase factor and uses `Complex.exp_eq_exp_iff_exists_int`, which introduces the integer \(n\) through the \(2\pi i\) periodicity of the exponential. The two `linear_combination` steps solve for \(E\) and back, using \(i^2=-1\).
